# The Wick determinant of free chiral fermions equals the vertex-operator product away from its poles

Put $n$ free chiral fermions $\psi$ at points $x_0,\dots,x_{n-1}$ of the complex plane and $n$ conjugate fermions $\psi^\dagger$ at $y_0,\dots,y_{n-1}$, with no $x_i$ equal to any $y_j$. Wick's theorem gives their correlator as a signed sum of $n!$ products of propagators $1/(x_i-y_j)$. Bosonization replaces each fermion by an exponential of a free boson, and the same correlator becomes one product of powers of coordinate differences, with no sum at all.

I can check that the two agree for two pairs, but I would like to see the general case done with every sign accounted for. Can the equality be proved for all $n$, and can the proof be made rigorous and machine-checked?

## Both correlators lose a fermion pair by the same factor

Yes. Remove the first pair $(x_0,y_0)$ from each expression. Both change by the same explicit factor, so induction on the number of pairs proves them equal.

With the normalisation $\langle\psi(x)\psi^\dagger(y)\rangle=1/(x-y)$, Wick's theorem gives

$$W=\langle\psi(x_0)\psi^\dagger(y_0)\psi(x_1)\psi^\dagger(y_1)\cdots\rangle=\sum_\sigma \operatorname{sgn}(\sigma)\prod_i\frac{1}{x_i-y_{\sigma(i)}},$$

where $\sigma$ runs over the permutations of $0,\dots,n-1$. This is the determinant of the matrix $C$ with entries $C_{ij}=1/(x_i-y_j)$.

Now take $n+1$ pairs, labelled $0,\dots,n$. From each row $i\ge 1$ subtract $(x_0-y_0)/(x_i-y_0)$ times row $0$, which leaves the determinant unchanged. The new entry is

$$\frac{1}{x_i-y_j}-\frac{x_0-y_0}{(x_i-y_0)(x_0-y_j)}
=\frac{(x_i-y_0)(x_0-y_j)-(x_0-y_0)(x_i-y_j)}{(x_i-y_j)(x_i-y_0)(x_0-y_j)}.$$

Multiplying out the numerator, the terms $x_0x_i$ and $y_0y_j$ cancel. What remains is

$$x_0y_j-x_0y_0-x_iy_j+x_iy_0=(x_0-x_i)(y_j-y_0).$$

The entry is therefore

$$\frac{x_0-x_i}{x_i-y_0}\cdot\frac{y_j-y_0}{x_0-y_j}\cdot\frac{1}{x_i-y_j}.$$

It vanishes for $j=0$, so the first column is zero below its top entry $1/(x_0-y_0)$. For $j\ge1$ it is a propagator times a factor depending only on the row and a factor depending only on the column. Expanding along the first column and pulling those factors out gives

$$\det C=\frac{1}{x_0-y_0}\prod_{i=1}^{n}\frac{(x_0-x_i)(y_i-y_0)}{(x_i-y_0)(x_0-y_i)}\;\det C',$$

where $C'$ is the propagator matrix of the pairs $1,\dots,n$.

The prefactor contains exactly the factors with an index $0$ in Cauchy's product. Starting from the empty determinant, which is $1$, induction gives, for $n$ pairs,

$$\det C=\frac{\prod_{i<j}(x_i-x_j)(y_j-y_i)}{\prod_{i,j}(x_i-y_j)}.$$

On the boson side, take $\langle\phi(z)\phi(w)\rangle=-\log(z-w)$. Normal-ordered exponentials $e^{iq_a\phi(z_a)}$ with total charge zero then have the correlator

$$V=\prod_{a<b}(z_a-z_b)^{q_aq_b}.$$

List the insertions as $x_0,y_0,x_1,y_1,\dots$ with charges $+1,-1,+1,-1,\dots$. The first pair contributes $(x_0-y_0)^{-1}$ from itself, and from each later pair $i$

$$\frac{x_0-x_i}{x_0-y_i}\cdot\frac{y_0-y_i}{y_0-x_i}
=\frac{(x_0-x_i)(y_i-y_0)}{(x_0-y_i)(x_i-y_0)},$$

because the two reversed differences produce two minus signs that cancel. This is the factor found for the determinant. Both correlators are $1$ when there are no pairs, so $W=V$ for every $n$.

## Two pairs by hand

For $n=1$ both sides are the propagator $1/(x_0-y_0)$. The first case with a cancellation is $n=2$:

$$\frac{1}{(x_0-y_0)(x_1-y_1)}-\frac{1}{(x_0-y_1)(x_1-y_0)}
=\frac{(x_0-x_1)(y_1-y_0)}{(x_0-y_0)(x_0-y_1)(x_1-y_0)(x_1-y_1)}.$$

With $x=(0,1)$ and $y=(2,3)$ the left side is $\tfrac14-\tfrac13=-\tfrac1{12}$, and the right side is $(-1)(1)/12=-\tfrac1{12}$.

## The Lean file

```lean
import Mathlib

open Finset

namespace CauchyBosonization

noncomputable section

variable {K : Type*} [Field K]

/-- The matrix of free-fermion propagators `1 / (x i - y j)`, for `x i ≠ y j`. -/
def propagator {n : ℕ} (x y : Fin n → K) : Matrix (Fin n) (Fin n) K :=
  Matrix.of fun i j => 1 / (x i - y j)

/-- The Wick sum over all complete contractions of the fermions at `x i` with the conjugate
fermions at `y j`, each weighted by the sign of its permutation, for `x i ≠ y j`. -/
def wickCorrelator {n : ℕ} (x y : Fin n → K) : K :=
  ∑ σ : Equiv.Perm (Fin n), ((Equiv.Perm.sign σ : ℤ) : K) * ∏ i, 1 / (x i - y (σ i))

/-- The product of `(z - w) ^ (q * p)` over all pairs of insertions (position, charge) in a list,
with `(z, q)` earlier in the list than `(w, p)`. It is the correlator of the vertex operators when
the total charge is zero and insertions with charges of opposite sign sit at different points. -/
def vertexCorrelator : List (K × ℤ) → K
  | [] => 1
  | p :: l => (l.map fun r => (p.1 - r.1) ^ (p.2 * r.2)).prod * vertexCorrelator l

/-- The insertions `x 0, y 0, x 1, y 1, …` with alternating charges `+1` and `-1`. -/
def fermionPairs {n : ℕ} (x y : Fin n → K) : List (K × ℤ) :=
  (List.ofFn fun i => [(x i, (1 : ℤ)), (y i, (-1 : ℤ))]).flatten

/-- The Wick sum is the determinant of the propagator matrix. -/
theorem wickCorrelator_eq_det {n : ℕ} (x y : Fin n → K) :
    wickCorrelator x y = (propagator x y).det := by
  rw [← Matrix.det_transpose, Matrix.det_apply']
  simp only [wickCorrelator, Matrix.transpose_apply, propagator, Matrix.of_apply]

/-- Removing the first fermion pair from the determinant of propagators leaves the determinant of
the other pairs times an explicit factor, if no `x i` equals any `y j`. -/
theorem det_propagator_succ {n : ℕ} (x y : Fin (n + 1) → K) (h : ∀ i j, x i ≠ y j) :
    (propagator x y).det = 1 / (x 0 - y 0) *
      (∏ i : Fin n, ((x 0 - x i.succ) / (x i.succ - y 0) *
        ((y i.succ - y 0) / (x 0 - y i.succ)))) *
      (propagator (fun i : Fin n => x i.succ) (fun i : Fin n => y i.succ)).det := by
  have hs : ∀ i j, x i - y j ≠ 0 := fun i j => sub_ne_zero.mpr (h i j)
  -- multiples of the first row that clear the first column
  obtain ⟨c, hc0, hcs⟩ : ∃ c : Fin (n + 1) → K, c 0 = 0 ∧
      ∀ i : Fin n, c i.succ = -((x 0 - y 0) / (x i.succ - y 0)) :=
    ⟨(Fin.cons 0 (fun i : Fin n => -((x 0 - y 0) / (x i.succ - y 0))) : Fin (n + 1) → K),
      rfl, fun _ => rfl⟩
  obtain ⟨A, hA⟩ : ∃ A : Matrix (Fin (n + 1)) (Fin (n + 1)) K,
      ∀ i j, A i j = propagator x y i j + c i * propagator x y 0 j :=
    ⟨Matrix.of fun i j => propagator x y i j + c i * propagator x y 0 j, fun _ _ => rfl⟩
  have hdet : A.det = (propagator x y).det :=
    Matrix.det_eq_of_forall_row_eq_smul_add_const c 0 hc0 hA
  have h00 : A 0 0 = 1 / (x 0 - y 0) := by
    rw [hA, hc0, zero_mul, add_zero]
    rfl
  have h0 : ∀ i : Fin n, A i.succ 0 = 0 := by
    intro i
    have h1 := hs i.succ 0
    have h2 := hs 0 0
    have h3 : (x 0 - y 0) / (x i.succ - y 0) * (1 / (x 0 - y 0)) = 1 / (x i.succ - y 0) := by
      field_simp
    simp only [hA, hcs, propagator, Matrix.of_apply]
    linear_combination -h3
  -- the remaining minor is a smaller propagator matrix with rescaled rows and columns
  have hm : (A.submatrix Fin.succ Fin.succ).det =
      (∏ i : Fin n, (x 0 - x i.succ) / (x i.succ - y 0)) *
      ((∏ i : Fin n, (y i.succ - y 0) / (x 0 - y i.succ)) *
      (propagator (fun i : Fin n => x i.succ) (fun i : Fin n => y i.succ)).det) := by
    rw [← Matrix.det_mul_row, ← Matrix.det_mul_column]
    congr 1
    ext i j
    have h1 := hs i.succ 0
    have h2 := hs 0 j.succ
    have h3 := hs i.succ j.succ
    simp only [Matrix.submatrix_apply, Matrix.of_apply, hA, hcs, propagator]
    field_simp
    ring
  rw [← hdet, Matrix.det_succ_column_zero, Fin.sum_univ_succ]
  simp only [h0, mul_zero, zero_mul, Finset.sum_const_zero, add_zero, Fin.val_zero, pow_zero,
    one_mul, Fin.succAbove_zero]
  rw [hm, h00, Finset.prod_mul_distrib]
  ring

/-- Cauchy's determinant identity for the matrix of free-fermion propagators, if no `x i` equals any
`y j`. -/
theorem cauchy_det {n : ℕ} (x y : Fin n → K) (h : ∀ i j, x i ≠ y j) :
    (propagator x y).det =
      (∏ i, ∏ j ∈ Ioi i, (x i - x j) * (y j - y i)) / ∏ i, ∏ j, (x i - y j) := by
  induction n with
  | zero => simp
  | succ n ih =>
    rw [det_propagator_succ x y h,
      ih (fun i => x i.succ) (fun i => y i.succ) (fun i j => h i.succ j.succ)]
    simp only [Fin.prod_univ_succ, Fin.prod_Ioi_zero, Fin.prod_Ioi_succ,
      Finset.prod_mul_distrib, Finset.prod_div_distrib]
    -- invert the denominator factor by factor
    simp only [div_eq_mul_inv, mul_inv]
    ring

omit [Field K] in
/-- The list of insertions starts with the first fermion pair, followed by the other pairs. -/
theorem fermionPairs_succ {n : ℕ} (x y : Fin (n + 1) → K) :
    fermionPairs x y = (x 0, 1) :: (y 0, -1) ::
      fermionPairs (fun i : Fin n => x i.succ) (fun i : Fin n => y i.succ) := by
  simp [fermionPairs, List.ofFn_succ]

/-- A product over all insertions is a product over fermion pairs. -/
theorem prod_map_fermionPairs {n : ℕ} (f : K × ℤ → K) (x y : Fin n → K) :
    ((fermionPairs x y).map f).prod = ∏ i, f (x i, 1) * f (y i, -1) := by
  induction n with
  | zero => simp [fermionPairs]
  | succ n ih =>
    rw [fermionPairs_succ, List.map_cons, List.map_cons, List.prod_cons, List.prod_cons, ih,
      Fin.prod_univ_succ]
    ring

/-- If no `x i` equals any `y j`, the Wick sum of free fermions equals the correlator of vertex
operators of charge `+1` at the points `x i` and charge `-1` at the points `y i`. -/
theorem wickCorrelator_eq_vertexCorrelator {n : ℕ} (x y : Fin n → K)
    (h : ∀ i j, x i ≠ y j) :
    wickCorrelator x y = vertexCorrelator (fermionPairs x y) := by
  rw [wickCorrelator_eq_det]
  induction n with
  | zero => simp [fermionPairs, vertexCorrelator]
  | succ n ih =>
    rw [fermionPairs_succ, det_propagator_succ x y h,
      ih (fun i => x i.succ) (fun i => y i.succ) (fun i j => h i.succ j.succ)]
    -- the first pair interacts with each later pair through the factor of the recursion
    have e : (∏ i : Fin n, ((x 0 - x i.succ) / (x i.succ - y 0) *
        ((y i.succ - y 0) / (x 0 - y i.succ)))) =
        (∏ i : Fin n, (x 0 - x i.succ) * (x 0 - y i.succ)⁻¹) *
        ∏ i : Fin n, (y 0 - x i.succ)⁻¹ * (y 0 - y i.succ) := by
      rw [← Finset.prod_mul_distrib]
      refine Finset.prod_congr rfl fun i _ => ?_
      rw [← neg_sub (x i.succ) (y 0), ← neg_sub (y i.succ) (y 0), inv_neg]
      ring
    rw [e]
    simp only [vertexCorrelator, List.map_cons, List.prod_cons, prod_map_fermionPairs,
      mul_one, one_mul, mul_neg, neg_neg, zpow_neg, zpow_one]
    ring

/-- If no `x i` equals any `y j`, the fermion correlator is nonzero exactly when no two fermions
share a point and no two conjugate fermions share a point. -/
theorem wickCorrelator_ne_zero_iff {n : ℕ} (x y : Fin n → K) (h : ∀ i j, x i ≠ y j) :
    wickCorrelator x y ≠ 0 ↔ Function.Injective x ∧ Function.Injective y := by
  rw [wickCorrelator_eq_det]
  constructor
  · -- coinciding points give equal rows or equal columns
    intro hd
    constructor
    · intro i j hij
      by_contra hne
      exact hd (Matrix.det_zero_of_row_eq hne (by funext k; simp [propagator, hij]))
    · intro i j hij
      by_contra hne
      exact hd (Matrix.det_zero_of_column_eq hne (by intro k; simp [propagator, hij]))
  · rintro ⟨hx, hy⟩
    rw [cauchy_det x y h]
    refine div_ne_zero
      (Finset.prod_ne_zero_iff.mpr fun i _ => Finset.prod_ne_zero_iff.mpr fun j hj => ?_)
      (Finset.prod_ne_zero_iff.mpr fun i _ => Finset.prod_ne_zero_iff.mpr fun j _ =>
        sub_ne_zero.mpr (h i j))
    have hij : i < j := Finset.mem_Ioi.mp hj
    exact mul_ne_zero (sub_ne_zero.mpr fun e => hij.ne (hx e))
      (sub_ne_zero.mpr fun e => hij.ne' (hy e))

end

end CauchyBosonization
```

```lean
#print axioms CauchyBosonization.wickCorrelator_eq_vertexCorrelator
-- 'CauchyBosonization.wickCorrelator_eq_vertexCorrelator' depends on axioms: [propext, Classical.choice, Quot.sound]
#print axioms CauchyBosonization.wickCorrelator_ne_zero_iff
-- 'CauchyBosonization.wickCorrelator_ne_zero_iff' depends on axioms: [propext, Classical.choice, Quot.sound]
```

## What the definitions and theorems say

The points are functions `x y : Fin n → K`, so labels run from $0$ to $n-1$, and `n` may be zero. `K` is any field. The physical case is $K=\mathbb{C}$, but the argument uses only field arithmetic.

- `propagator x y` is the matrix $C$. Its entries are normalised to $1/(x_i-y_j)$; if the fields are normalised so that the propagator is $\kappa/(x_i-y_j)$ with a constant $\kappa$, the $n$-pair correlator is multiplied by $\kappa^n$.
- `wickCorrelator x y` is the signed sum $W$, with one term for each permutation, that is, for each complete contraction.
- `vertexCorrelator` takes a list of positions and integer charges. It multiplies the interactions of the first insertion with all later ones by the correlator of the rest, which gives the product over $a<b$.
- `fermionPairs x y` is the list $x_0,y_0,x_1,y_1,\dots$ with alternating charges.

The order of the list is part of the convention. Exchanging two neighbouring insertions of odd charge reverses the sign of the product, as it should for fermions. Listing all the $x_i$ before all the $y_j$ would therefore introduce a factor $(-1)^{n(n-1)/2}$.

The hypothesis `h : ∀ i j, x i ≠ y j` keeps every fermion away from every conjugate fermion. Physically, it excludes the short-distance singularity of $\psi(x)\psi^\dagger(y)$, where a composite operator would need its own normal ordering. Points $x_i$ may coincide among themselves, and so may points $y_j$.

Under this hypothesis, `cauchy_det` states Cauchy's product formula; `j ∈ Ioi i` means $j>i$. The theorem `wickCorrelator_eq_vertexCorrelator` states $W=V$. Finally, `wickCorrelator_ne_zero_iff` says that the correlator is nonzero exactly when `x` and `y` are both injective. This is Pauli exclusion in terms of insertion points in the plane: two fermions at one point, or two conjugate fermions at one point, make the correlator vanish, and nothing else does.

The theorem is an equality of correlation functions. Wick's theorem and the vertex-operator formula enter as the definitions of the two sides; neither is derived from a Fock space, and no operator identity between $\psi$ and $e^{i\phi}$ is constructed. Charge neutrality is not built into `vertexCorrelator` either. For a list with nonzero total charge it still returns the product, whereas the physical correlator on the plane vanishes. The lists made by `fermionPairs` are always neutral.

The identity gives in closed form the vacuum correlators of free chiral fermions on the plane with equally many $\psi$ and $\psi^\dagger$. It is not derived here for any propagator other than $1/(x-y)$.

## How the proof follows the elimination

`wickCorrelator_eq_det` identifies the Wick sum with the determinant. Mathlib's expansion puts the permutation on the row index, while the Wick sum has it on the column index, so the proof transposes the matrix first.

`det_propagator_succ` is the row elimination. The vector `c` holds the multiples of row $0$, with `c 0 = 0` so that this row stays as it is, and `A` is the matrix after the row operations. The equality `hdet` says that the determinant has not changed. The facts `h00` and `h0` give the first column: $1/(x_0-y_0)$ at the top and zeros below.

The step `hm` treats the remaining minor. `Matrix.det_mul_row` and `Matrix.det_mul_column`, read from right to left, absorb the two products into the smaller propagator matrix, so that only an equality of entries is left. There `field_simp` clears the denominators, which are nonzero by `h`, and `ring` checks the numerator identity worked out above. Expansion along the first column with `Matrix.det_succ_column_zero` then gives the recursion.

`cauchy_det` is an induction on `n`. The empty case is a determinant and products equal to $1$. In the successor case, the rewriting separates the factors with index $0$ from the rest, the inverses are distributed over the denominator, and `ring` matches the two sides.

Two lemmas prepare the boson side. `fermionPairs_succ` splits off the first pair of the list, and `prod_map_fermionPairs` turns a product over the later insertions into a product over later pairs.

`wickCorrelator_eq_vertexCorrelator` then uses induction with the same recursion. The equality `e` rewrites the determinant's factor as the interactions of $x_0$ with the later pairs times those of $y_0$; the two uses of `neg_sub` are the two minus signs that cancel. Unfolding `vertexCorrelator` for the first two insertions turns the charge products into exponents $+1$ and $-1$, and `ring` finishes the comparison.

For `wickCorrelator_ne_zero_iff`, coinciding $x$ points give two equal rows and coinciding $y$ points two equal columns, so the determinant is zero. Conversely, if all the $x_i$ are distinct and all the $y_j$ are distinct, every factor in Cauchy's formula is nonzero.

## Evaluating the correlator in a program

A general determinant routine also eliminates rows, at a cost growing as $n^3$. For this matrix the elimination has been done once and for all, and the product formula needs a number of operations growing as $n^2$. It also behaves well when two points $x_i$ and $x_j$ are close: the matrix then has two nearly equal rows, and elimination loses digits by cancellation, whereas the product contains the small difference $x_i-x_j$ as an explicit factor. For large $n$, summing logarithms of absolute values and tracking the phase separately avoids overflow.

If a sampling program moves a single point $x_k$ to $x_k'$, only the factors containing that point change. Starting from a nonzero correlator, the ratio of new to old is

$$\prod_{j\ne k}\frac{x_k'-x_j}{x_k-x_j}\;\prod_j\frac{x_k-y_j}{x_k'-y_j},$$

provided that $x_k'$ also avoids every $y_j$. Its cost grows only linearly with $n$.
